# Lorentzian broadening of a single mode preserves its first moment and makes its third moment diverge

The dissipative response of a mode of frequency 1 is odd in frequency: it has a line at w = 1 and a mirror line of the same strength, counted as negative, at w = −1. When both lines are broadened to Lorentzians of unit area and half-width 1, the spectrum is D(w) = 4w/(π(w⁴ + 4)). Its first moment converges, because w D(w) falls off as 1/w², and equals 2, the value for sharp lines. But w³D(w) tends to the constant 4/π, so the third moment over a large frequency window grows linearly with the size of the window.

```lean
import Mathlib

open MeasureTheory Filter Topology
open scoped Real

namespace BroadenedResponseMoments

noncomputable section

/-- The normalised Lorentzian line of half-width `g > 0`, centred at zero frequency. -/
def lorentzian (g x : ℝ) : ℝ := g / (π * (x ^ 2 + g ^ 2))

/-- The response of a mode of frequency `W`, broadened to half-width `g > 0`: a positive line
at `W` and a negative line at `-W`. -/
def response (W g w : ℝ) : ℝ := lorentzian g (w - W) - lorentzian g (w + W)

/-- The logarithmic part of the integrated moments, for half-width `g > 0`. -/
def logTerm (W g w : ℝ) : ℝ :=
  Real.log ((w - W) ^ 2 + g ^ 2) - Real.log ((w + W) ^ 2 + g ^ 2)

/-- The arctangent part of the integrated moments, for half-width `g > 0`. -/
def phaseTerm (W g w : ℝ) : ℝ :=
  Real.arctan ((w - W) / g) + Real.arctan ((w + W) / g)

/-- The response is `g/π` times the difference of two inverse quadratic denominators. -/
theorem response_eq (W g w : ℝ) :
    response W g w = g / π * (((w - W) ^ 2 + g ^ 2)⁻¹ - ((w + W) ^ 2 + g ^ 2)⁻¹) := by
  have h : ∀ x, lorentzian g x = g / π * (x ^ 2 + g ^ 2)⁻¹ := fun x => by
    unfold lorentzian
    rw [← div_div, div_eq_mul_inv (g / π)]
  rw [response, h, h, mul_sub]

/-- At positive width the response is a continuous function of frequency. -/
theorem continuous_response {g : ℝ} (W : ℝ) (hg : 0 < g) : Continuous (response W g) := by
  have hL : Continuous (lorentzian g) := by
    unfold lorentzian
    exact Continuous.div (by fun_prop) (by fun_prop) (fun x => by positivity)
  exact (hL.comp (continuous_sub_right W)).sub (hL.comp (continuous_add_const W))

/-- For `g > 0`, a continuous spectrum that is a constant plus multiples of the derivatives of
the logarithmic and arctangent terms has a closed-form integral over `[-R, R]`. -/
theorem window_integral {W g : ℝ} (hg : 0 < g) {f : ℝ → ℝ} (hf : Continuous f) (p q r : ℝ)
    (h : ∀ w, f w = p
      + q * (2 * (w - W) / ((w - W) ^ 2 + g ^ 2) - 2 * (w + W) / ((w + W) ^ 2 + g ^ 2))
      + r * (g / ((w - W) ^ 2 + g ^ 2) + g / ((w + W) ^ 2 + g ^ 2))) (R : ℝ) :
    ∫ w in (-R)..R, f w = 2 * (p * R + q * logTerm W g R + r * phaseTerm W g R) := by
  -- derivatives of the logarithm and the arctangent of a shifted frequency
  have hlog : ∀ (u : ℝ → ℝ) (w : ℝ), HasDerivAt u 1 w →
      HasDerivAt (fun y => Real.log (u y ^ 2 + g ^ 2)) (2 * u w / (u w ^ 2 + g ^ 2)) w := by
    intro u w hu
    have h1 : HasDerivAt (fun y => u y ^ 2 + g ^ 2) (2 * u w) w :=
      ((hu.fun_pow 2).add_const (g ^ 2)).congr_deriv (by simp)
    exact h1.log (by positivity)
  have hatan : ∀ (u : ℝ → ℝ) (w : ℝ), HasDerivAt u 1 w →
      HasDerivAt (fun y => Real.arctan (u y / g)) (g / (u w ^ 2 + g ^ 2)) w := by
    intro u w hu
    have e : 1 + (u w / g) ^ 2 = (u w ^ 2 + g ^ 2) / g ^ 2 := by
      rw [div_pow, eq_div_iff (by positivity), add_mul,
        div_mul_cancel₀ _ (pow_ne_zero 2 hg.ne')]
      ring
    have key : 1 / (1 + (u w / g) ^ 2) * (1 / g) = g / (u w ^ 2 + g ^ 2) := by
      rw [e, one_div_div, div_mul_div_comm, mul_one,
        div_eq_div_iff (by positivity) (by positivity)]
      ring
    exact (hu.div_const g).arctan.congr_deriv key
  have hF : ∀ w, HasDerivAt
      (fun y => p * y + q * logTerm W g y + r * phaseTerm W g y) (f w) w := by
    intro w
    have hm := (hasDerivAt_id' w).sub_const W
    have hp := (hasDerivAt_id' w).add_const W
    have hl : HasDerivAt (logTerm W g) _ w := (hlog _ w hm).fun_sub (hlog _ w hp)
    have ha : HasDerivAt (phaseTerm W g) _ w := (hatan _ w hm).fun_add (hatan _ w hp)
    exact ((((hasDerivAt_id' w).const_mul p).fun_add (hl.const_mul q)).fun_add
      (ha.const_mul r)).congr_deriv (by rw [h w]; ring)
  -- both terms are odd in the frequency
  have ol : logTerm W g (-R) = -logTerm W g R := by
    unfold logTerm
    rw [show (-R - W) ^ 2 = (R + W) ^ 2 by ring, show (-R + W) ^ 2 = (R - W) ^ 2 by ring]
    ring
  have oa : phaseTerm W g (-R) = -phaseTerm W g R := by
    unfold phaseTerm
    rw [show (-R - W) / g = -((R + W) / g) by ring,
      show (-R + W) / g = -((R - W) / g) by ring, Real.arctan_neg, Real.arctan_neg]
    ring
  rw [intervalIntegral.integral_eq_sub_of_hasDerivAt (fun w _ => hF w)
    (hf.intervalIntegrable _ _)]
  simp only [ol, oa]
  ring

/-- For `g > 0` the logarithmic term vanishes at high frequency. -/
theorem tendsto_logTerm {g : ℝ} (W : ℝ) (hg : 0 < g) :
    Tendsto (logTerm W g) atTop (𝓝 0) := by
  -- in the variable `t = 1/w` the term is continuous and vanishes at `t = 0`
  have hc : Tendsto (fun t : ℝ => Real.log ((1 - W * t) ^ 2 + (g * t) ^ 2)
      - Real.log ((1 + W * t) ^ 2 + (g * t) ^ 2)) (𝓝 0) (𝓝 0) := by
    have h : ContinuousAt (fun t : ℝ => Real.log ((1 - W * t) ^ 2 + (g * t) ^ 2)
        - Real.log ((1 + W * t) ^ 2 + (g * t) ^ 2)) 0 :=
      ContinuousAt.sub (ContinuousAt.log (by fun_prop) (by simp))
        (ContinuousAt.log (by fun_prop) (by simp))
    simpa [ContinuousAt] using h
  refine (hc.comp tendsto_inv_atTop_zero).congr' ?_
  filter_upwards [eventually_gt_atTop (0 : ℝ)] with w hw
  have key : ∀ i c : ℝ, w * i = 1 →
      (w + c) ^ 2 + g ^ 2 = w ^ 2 * ((1 + c * i) ^ 2 + (g * i) ^ 2) := by
    intro i c hi
    linear_combination (-c * (2 * w + c + c * (w * i)) - g ^ 2 * (1 + w * i)) * hi
  have hi : w * w⁻¹ = 1 := mul_inv_cancel₀ hw.ne'
  have hA : (w - W) ^ 2 + g ^ 2 = w ^ 2 * ((1 - W * w⁻¹) ^ 2 + (g * w⁻¹) ^ 2) := by
    have := key w⁻¹ (-W) hi
    linear_combination this
  have hB := key w⁻¹ W hi
  change Real.log ((1 - W * w⁻¹) ^ 2 + (g * w⁻¹) ^ 2)
      - Real.log ((1 + W * w⁻¹) ^ 2 + (g * w⁻¹) ^ 2)
    = Real.log ((w - W) ^ 2 + g ^ 2) - Real.log ((w + W) ^ 2 + g ^ 2)
  rw [hA, hB, Real.log_mul (by positivity) (by positivity),
    Real.log_mul (by positivity) (by positivity)]
  ring

/-- For `g > 0` the arctangent term tends to `π` at high frequency. -/
theorem tendsto_phaseTerm {g : ℝ} (W : ℝ) (hg : 0 < g) :
    Tendsto (phaseTerm W g) atTop (𝓝 π) := by
  have h : ∀ c : ℝ, Tendsto (fun w : ℝ => Real.arctan ((w + c) / g)) atTop (𝓝 (π / 2)) :=
    fun c => (tendsto_nhds_of_tendsto_nhdsWithin Real.tendsto_arctan_atTop).comp
      ((tendsto_atTop_add_const_right atTop c tendsto_id).atTop_div_const hg)
  have h2 := (h (-W)).add (h W)
  rw [add_halves] at h2
  refine h2.congr fun w => ?_
  simp only [phaseTerm, sub_eq_add_neg]

/-- The f-sum survives broadening: for `W, g > 0` the first moment of the response converges
absolutely and equals `2W`. -/
theorem f_sum_rule {W g : ℝ} (hW : 0 < W) (hg : 0 < g) :
    Integrable (fun w => w * response W g w) ∧ ∫ w, w * response W g w = 2 * W := by
  have hcont : Continuous (fun w => w * response W g w) :=
    continuous_id.mul (continuous_response W hg)
  have hT : Tendsto (fun R : ℝ => ∫ w in (-R)..R, w * response W g w) atTop (𝓝 (2 * W)) := by
    have h := ((tendsto_logTerm W hg).const_mul (g / π)).add
      ((tendsto_phaseTerm W hg).const_mul (2 * W / π))
    have hv : g / π * 0 + 2 * W / π * π = 2 * W := by
      rw [div_mul_cancel₀ _ Real.pi_ne_zero]
      ring
    rw [hv] at h
    refine h.congr fun R => ?_
    rw [window_integral (W := W) hg hcont 0 (g / (2 * π)) (W / π)
      (fun w => by rw [response_eq]; ring) R]
    ring
  -- the integrand is nonnegative, so convergence of the windows gives integrability
  have hn : ∀ w, 0 ≤ w * response W g w := by
    intro w
    have hA : ((w - W) ^ 2 + g ^ 2) * ((w - W) ^ 2 + g ^ 2)⁻¹ = 1 :=
      mul_inv_cancel₀ (by positivity)
    have hB : ((w + W) ^ 2 + g ^ 2) * ((w + W) ^ 2 + g ^ 2)⁻¹ = 1 :=
      mul_inv_cancel₀ (by positivity)
    have e : w * response W g w = g / π * (4 * W) * w ^ 2 *
        (((w - W) ^ 2 + g ^ 2)⁻¹ * ((w + W) ^ 2 + g ^ 2)⁻¹) := by
      rw [response_eq]
      linear_combination g / π * w * ((w + W) ^ 2 + g ^ 2)⁻¹ * hA
        - g / π * w * ((w - W) ^ 2 + g ^ 2)⁻¹ * hB
    rw [e]
    positivity
  have ha : Tendsto (fun R : ℝ => -R) atTop atBot := tendsto_neg_atTop_atBot
  have hb : Tendsto (fun R : ℝ => R) atTop atTop := tendsto_id
  have hi : Integrable (fun w => w * response W g w) :=
    integrable_of_intervalIntegral_norm_tendsto (2 * W)
      (fun _ => hcont.integrableOn_Ioc) ha hb
      (hT.congr fun R => intervalIntegral.integral_congr
        (fun w _ => (Real.norm_of_nonneg (hn w)).symm))
  exact ⟨hi, tendsto_nhds_unique (intervalIntegral_tendsto_integral hi ha hb) hT⟩

/-- For `g > 0` the third moment over `[-R, R]` is `8WgR/π` plus a remainder that tends to
`2W³ - 6Wg²` as the window grows. -/
theorem third_moment_asymptotics {g : ℝ} (W : ℝ) (hg : 0 < g) :
    Tendsto (fun R : ℝ => (∫ w in (-R)..R, w ^ 3 * response W g w) - 8 * W * g / π * R)
      atTop (𝓝 (2 * W ^ 3 - 6 * W * g ^ 2)) := by
  have hcont : Continuous (fun w => w ^ 3 * response W g w) :=
    (continuous_pow 3).mul (continuous_response W hg)
  have h := ((tendsto_logTerm W hg).const_mul (g * (3 * W ^ 2 - g ^ 2) / π)).add
    ((tendsto_phaseTerm W hg).const_mul ((2 * W ^ 3 - 6 * W * g ^ 2) / π))
  rw [div_mul_cancel₀ _ Real.pi_ne_zero, mul_zero, zero_add] at h
  refine h.congr fun R => ?_
  rw [window_integral (W := W) hg hcont (4 * W * g / π) (g * (3 * W ^ 2 - g ^ 2) / (2 * π))
    ((W ^ 3 - 3 * W * g ^ 2) / π) (fun w => ?_) R]
  · ring
  · -- polynomial division of `w³` by the two Lorentzian denominators
    have hA : ((w - W) ^ 2 + g ^ 2) * ((w - W) ^ 2 + g ^ 2)⁻¹ = 1 :=
      mul_inv_cancel₀ (by positivity)
    have hB : ((w + W) ^ 2 + g ^ 2) * ((w + W) ^ 2 + g ^ 2)⁻¹ = 1 :=
      mul_inv_cancel₀ (by positivity)
    rw [response_eq]
    linear_combination g / π * (w + 2 * W) * hA - g / π * (w - 2 * W) * hB

/-- The third moment diverges linearly: for `W, g > 0` its value over `[-R, R]`, divided by `R`,
tends to `8Wg/π`, and `w³` times the response is not integrable. -/
theorem third_moment_diverges {W g : ℝ} (hW : 0 < W) (hg : 0 < g) :
    Tendsto (fun R : ℝ => (∫ w in (-R)..R, w ^ 3 * response W g w) / R)
      atTop (𝓝 (8 * W * g / π)) ∧
    ¬ Integrable (fun w => w ^ 3 * response W g w) := by
  have ha : Tendsto (fun R : ℝ => -R) atTop atBot := tendsto_neg_atTop_atBot
  have hb : Tendsto (fun R : ℝ => R) atTop atTop := tendsto_id
  have hlim : Tendsto (fun R : ℝ => (∫ w in (-R)..R, w ^ 3 * response W g w) / R)
      atTop (𝓝 (8 * W * g / π)) := by
    have h := ((third_moment_asymptotics W hg).div_atTop hb).add_const (8 * W * g / π)
    rw [zero_add] at h
    refine h.congr' ?_
    filter_upwards [eventually_gt_atTop (0 : ℝ)] with R hR
    rw [sub_div, mul_div_cancel_right₀ _ hR.ne', sub_add_cancel]
  refine ⟨hlim, fun hi => ?_⟩
  -- a finite third moment would give the limit zero
  have h0 := (intervalIntegral_tendsto_integral hi ha hb).div_atTop hb
  have he := tendsto_nhds_unique hlim h0
  have hp : 0 < 8 * W * g / π := by positivity
  exact hp.ne' he

end

end BroadenedResponseMoments
```

```lean
#print axioms BroadenedResponseMoments.f_sum_rule
-- 'BroadenedResponseMoments.f_sum_rule' depends on axioms: [propext, Classical.choice, Quot.sound]
#print axioms BroadenedResponseMoments.third_moment_diverges
-- 'BroadenedResponseMoments.third_moment_diverges' depends on axioms: [propext, Classical.choice, Quot.sound]
```

## One mode, two lines and their moments

In scattering at a fixed wavevector, the dynamical structure factor is tied to the dissipative part of the density response, which is odd in frequency if the system has inversion symmetry. Its odd moments obey sum rules: the first is the f-sum, and the third contains information about kinetic energy and interactions. An undamped mode of frequency W contributes δ(w − W) − δ(w + W), up to an overall strength that is set to one here. The moments of this pair are 2W and 2W³.

Broadening replaces each delta function by a normalised Lorentzian:

L(x) = g/(π(x² + g²))

D(w) = L(w − W) − L(w + W)

In the file these are `lorentzian g x` and `response W g w`. The small letter w is the running frequency, usually written ω, and the capital W is the mode frequency. The letter g is the half-width at half maximum, not a coupling constant. All are real numbers, with ħ = 1.

The theorem `f_sum_rule` says that for W, g > 0 the function w D(w) is integrable over the real line and that its integral is 2W, whatever the width. Lean assigns the value 0 to the integral of a non-integrable function, so the nonzero value 2W already implies convergence; the `Integrable` clause states it explicitly. Despite its name, the theorem computes a moment of this model response; it does not derive the f-sum rule from the commutator of the density with a Hamiltonian.

The theorem `third_moment_asymptotics` concerns the symmetric window [−R, R]. For g > 0 and any real W, the integral of w³D(w) over the window, minus 8WgR/π, tends to 2W³ − 6Wg² as R grows. For W, g > 0, `third_moment_diverges` adds that the window integral divided by R tends to 8Wg/π, and that w³D(w) is not integrable. At W = 0 the two lines cancel and D vanishes, so non-integrability requires W ≠ 0.

Carrying the divergence over to a measured spectrum would assume, among other things, that the line stays Lorentzian arbitrarily far from its centre. The divergence comes entirely from those far wings, where a constant linewidth need not describe a real material.

## Splitting the moments into a constant and two derivatives

Write A = (w − W)² + g² and B = (w + W)² + g². Since B − A = 4Ww,

D(w) = (g/π)(1/A − 1/B) = 4Wg w/(πAB).

Two functions of w supply the antiderivatives, `logTerm` and `phaseTerm` in the file:

ℓ(w) = ln A − ln B

φ(w) = arctan((w − W)/g) + arctan((w + W)/g)

Their derivatives are

ℓ′(w) = 2(w − W)/A − 2(w + W)/B

φ′(w) = g/A + g/B.

For the first moment, write w = (w − W) + W over A and w = (w + W) − W over B. This gives

w D(w) = (g/2π) ℓ′(w) + (W/π) φ′(w).

For the third moment, divide w³ by each denominator:

w³ = (w + 2W)A + (3W² − g²)(w − W) + (W³ − 3Wg²)

w³ = (w − 2W)B + (3W² − g²)(w + W) − (W³ − 3Wg²)

Divide the first line by A and the second by B, and subtract. The quotients w + 2W and w − 2W differ by 4W, and this constant is the source of the divergence:

w³D(w) = 4Wg/π + (g(3W² − g²)/2π) ℓ′(w) + ((W³ − 3Wg²)/π) φ′(w).

Changing w to −w exchanges A and B, so ℓ is odd. The arctangent is odd, so φ is odd too. Integration from −R to R therefore doubles the values at R:

∫ w D(w) dw = (g/π) ℓ(R) + (2W/π) φ(R)

∫ w³D(w) dw = 8WgR/π + (g(3W² − g²)/π) ℓ(R) + ((2W³ − 6Wg²)/π) φ(R)

The lemma `window_integral` does this once for both moments, for any continuous function of the form p + q ℓ′ + r φ′. Inside it, `hlog` and `hatan` differentiate the logarithm and the arctangent, `hF` assembles the antiderivative, and `ol` and `oa` record the oddness. The fundamental theorem of calculus then gives the closed form. The polynomial division appears in `third_moment_asymptotics` as a `linear_combination` whose coefficients contain the quotients w + 2W and w − 2W.

## Letting the window grow

For R > 0, take a factor R² out of each logarithm. The two terms ln R² cancel, leaving

ℓ(R) = ln((1 − W/R)² + (g/R)²) − ln((1 + W/R)² + (g/R)²),

which tends to ln 1 − ln 1 = 0. The lemma `tendsto_logTerm` expresses this as continuity at t = 0 in the variable t = 1/R. Each arctangent tends to π/2, so φ(R) tends to π, which is `tendsto_phaseTerm`.

The first-moment window integral therefore tends to (2W/π)π = 2W. Convergence over symmetric windows could in general hide a cancellation between the two sides, but here

w D(w) = 4Wg w²/(πAB) ≥ 0.

The integrand equals its absolute value, so the same limit bounds the integral of the absolute value, and w D(w) is integrable. In `f_sum_rule` the inequality is `hn`. Uniqueness of limits then identifies the full integral with 2W.

In the third moment the same two limits leave 8WgR/π plus a remainder tending to 2W³ − 6Wg². Dividing by R removes the remainder and gives 8Wg/π. If w³D(w) were integrable, its window integrals would tend to a finite number, and their quotient by R would tend to 0. The limit 8Wg/π is positive, so this is impossible. The last lines of `third_moment_diverges` compare the two limits in this way.

For W = g = 1 the formulas return the opening case: the first moment is 2, and the third moment over the window is 8R/π plus a remainder tending to −4.

## The broadening parameter in a computed spectrum

A linear-response calculation of electronic excitations in a finite basis yields discrete poles. One common way to draw a smooth spectrum is to evaluate the response slightly above the real axis, at w + ig. For one pair of poles,

−(1/π) Im[1/(w − W + ig) − 1/(w + W + ig)] = L(w − W) − L(w + W),

which is the single-mode response D, with g as an input parameter.

Take W = 10 eV and g = 0.1 eV. Over the window from −100 to 100 eV the first moment is about 19.97 eV, close to the full value of 20 eV. The third moment over that window is about 2249 eV³, against 2000 eV³ for the sharp lines, and doubling the window raises it to about 2506 eV³. The increase comes from the wings, so the number reflects the chosen g and R as well as the excitation. Evaluated from the pole positions and weights before broadening, the third moment of this pair is 2W³ and involves neither parameter.
